# A repeated real eigenvalue of the three-mode Mathieu matrix at imaginary coupling

What counts as a double point has to be decided first. Here it is a matter of algebraic multiplicity: a real number $x$ is a double point at coupling $q=it$, with $t$ real, when $(X-x)^2$ divides the characteristic polynomial of the matrix in the variable $X$. The definition asks nothing about eigenvectors; part (i) derives a property of them.

The matrix comes from the operator $-d^2/d\theta^2+2q\cos2\theta$, the Hamiltonian of a particle on a ring in a cosine potential, in dimensionless units. The even functions of period $\pi$ are spanned by the constant, $\cos2\theta$, $\cos4\theta$ and so on. Keeping the first three, normalised, gives diagonal entries $0,4,16$ and couplings $\sqrt2\,q$ and $q$. The two lowest levels stand for the characteristic values $a_0$ and $a_2$ of the Mathieu equation. The error of the truncation is not estimated.

In this three-mode model, the place where the two levels merge bounds from above the radius of convergence of their weak-coupling series in $q$.

In Lean, `mathieu q` is a matrix over ℂ. For nonzero imaginary $q$ it is symmetric but not Hermitian. `DoublePoint t x` takes real `t` and `x`, and `C` turns a number into a constant polynomial.

```lean
import Mathlib

open Polynomial Matrix

namespace MathieuDoublePoint

noncomputable section

/-- The Mathieu operator for even solutions of period π, truncated to the three lowest
cosine modes, with complex coupling `q`. -/
def mathieu (q : ℂ) : Matrix (Fin 3) (Fin 3) ℂ :=
  !![0, (Real.sqrt 2 : ℂ) * q, 0; (Real.sqrt 2 : ℂ) * q, 4, q; 0, q, 16]

/-- At the imaginary coupling `q = it` the real number `x` is a repeated root of the
characteristic polynomial of the truncated Mathieu matrix. -/
def DoublePoint (t x : ℝ) : Prop :=
  (X - C (x : ℂ)) ^ 2 ∣ (mathieu (Complex.I * t)).charpoly
```

## (a) The characteristic polynomial

**Task.** Show that, for every complex $q$,
$$p_q(X)=\det(X-M(q))=X^3-20X^2+(64-3q^2)X+32q^2 .$$

**Solution.** Expand along the first row:
$$p_q(X)=X\big[(X-4)(X-16)-q^2\big]-2q^2(X-16).$$
Multiplying out gives $X^3-20X^2+64X-q^2X-2q^2X+32q^2$, as required.

Lean expands the determinant with `det_fin_three`; `h` supplies $(\sqrt2)^2=2$ among polynomials.

```lean
/-- The characteristic polynomial of the truncated Mathieu matrix; the coupling enters only
through `q²`. -/
theorem charpoly_mathieu (q : ℂ) :
    (mathieu q).charpoly =
      X ^ 3 - 20 * X ^ 2 + C (64 - 3 * q ^ 2) * X + C (32 * q ^ 2) := by
  have h : (C (Real.sqrt 2 : ℂ)) ^ 2 = (2 : ℂ[X]) := by
    rw [← C_pow, ← Complex.ofReal_pow, Real.sq_sqrt (by norm_num)]
    simp only [Complex.ofReal_ofNat, map_ofNat]
  rw [Matrix.charpoly, Matrix.det_fin_three]
  simp [mathieu]
  simp only [map_ofNat]
  linear_combination (-(C q) ^ 2 * (X - 16)) * h
```

## (b) Two equations at a repeated root

**Task.** Let $(X-x)^2$ divide $p_q$, with $q$ and $x$ complex. Show that
$$p_q(x)=0,\qquad p_q'(x)=3x^2-40x+64-3q^2=0 .$$

**Solution.** Write $p_q=(X-x)^2r$ with a polynomial $r$. Then $p_q'=2(X-x)r+(X-x)^2r'$, and both expressions vanish at $X=x$. The proof evaluates the same factorisation and its derivative.

```lean
/-- At a repeated eigenvalue both the characteristic polynomial and its derivative vanish. -/
theorem repeated_root_equations {q x : ℂ} (h : (X - C x) ^ 2 ∣ (mathieu q).charpoly) :
    x ^ 3 - 20 * x ^ 2 + (64 - 3 * q ^ 2) * x + 32 * q ^ 2 = 0 ∧
      3 * x ^ 2 - 40 * x + (64 - 3 * q ^ 2) = 0 := by
  obtain ⟨r, hr⟩ := h
  rw [charpoly_mathieu] at hr
  have h0 := congrArg (eval x) hr
  have h1 := congrArg (fun p => eval x (derivative p)) hr
  simp at h0
  simp [derivative_mul, derivative_pow] at h1
  exact ⟨by linear_combination h0, by linear_combination h1⟩
```

## (c) Real levels at imaginary coupling

**Task.** Show that a real $x$ is an eigenvalue at $q=it$ exactly when
$$f_t(x)=x^3-20x^2+(64+3t^2)x-32t^2=0 .$$

**Solution.** Put $q^2=-t^2$ into $p_q(x)$. The result is the real number $f_t(x)$, which vanishes in ℂ exactly when it vanishes in ℝ. `IsRoot` is the Lean form of "is an eigenvalue".

```lean
/-- At `q = it` a real number is an eigenvalue exactly when it solves a cubic equation with
real coefficients. -/
theorem real_level_iff (t x : ℝ) :
    (mathieu (Complex.I * t)).charpoly.IsRoot (x : ℂ) ↔
      x ^ 3 - 20 * x ^ 2 + (64 + 3 * t ^ 2) * x - 32 * t ^ 2 = 0 := by
  have h : eval (x : ℂ) (mathieu (Complex.I * t)).charpoly =
      ((x ^ 3 - 20 * x ^ 2 + (64 + 3 * t ^ 2) * x - 32 * t ^ 2 : ℝ) : ℂ) := by
    rw [charpoly_mathieu]
    simp only [eval_add, eval_sub, eval_mul, eval_pow, eval_X, eval_C, eval_ofNat]
    push_cast
    linear_combination ((-3 * (x : ℂ) + 32) * (t : ℂ) ^ 2) * Complex.I_sq
  rw [IsRoot.def, h]
  exact Complex.ofReal_eq_zero
```

## (d) Eliminating the coupling

**Task.** Show that a real double point satisfies $f_t(x)=f_t'(x)=0$ and
$$g(x)=3x^3-78x^2+640x-1024=0,\qquad 0<x<4 .$$

**Solution.** The first two equations are those of (b) with $q^2=-t^2$. The second gives $3t^2=40x-3x^2-64$. Insert this into $3f_t(x)=0$:
$$3x^3-60x^2+192x+(3x-32)(40x-3x^2-64)=-2g(x)=0 .$$

To locate the root, write $g(x)=x\,[3(x-13)^2+133]-1024$.

- If $x\le0$, then $g(x)\le-1024$.
- If $x\ge8$, then $g(x)\ge 8\cdot133-1024=40$.
- If $4\le x\le8$, then $g(x)=3(x-4)(8-x)(14-x)+40x+320>0$.

Only $0<x<4$ remains. The elimination is `h2` in the proof, and the products handed to `nlinarith` are the ones in these three cases.

```lean
/-- A real double point lies between 0 and 4, the two lowest levels at zero coupling, and
satisfies a cubic free of `t`; the first two equations are the vanishing of the
characteristic polynomial and of its derivative. -/
theorem DoublePoint.location {t x : ℝ} (h : DoublePoint t x) :
    x ^ 3 - 20 * x ^ 2 + (64 + 3 * t ^ 2) * x - 32 * t ^ 2 = 0 ∧
      3 * x ^ 2 - 40 * x + (64 + 3 * t ^ 2) = 0 ∧
      3 * x ^ 3 - 78 * x ^ 2 + 640 * x - 1024 = 0 ∧ 0 < x ∧ x < 4 := by
  obtain ⟨c0, c1⟩ := repeated_root_equations h
  have h0 : x ^ 3 - 20 * x ^ 2 + (64 + 3 * t ^ 2) * x - 32 * t ^ 2 = 0 := by
    have e : ((x ^ 3 - 20 * x ^ 2 + (64 + 3 * t ^ 2) * x - 32 * t ^ 2 : ℝ) : ℂ) = 0 := by
      push_cast
      linear_combination c0 + ((3 * (x : ℂ) - 32) * (t : ℂ) ^ 2) * Complex.I_sq
    exact Complex.ofReal_eq_zero.mp e
  have h1 : 3 * x ^ 2 - 40 * x + (64 + 3 * t ^ 2) = 0 := by
    have e : ((3 * x ^ 2 - 40 * x + (64 + 3 * t ^ 2) : ℝ) : ℂ) = 0 := by
      push_cast
      linear_combination c1 + (3 * (t : ℂ) ^ 2) * Complex.I_sq
    exact Complex.ofReal_eq_zero.mp e
  -- eliminate the coupling
  have h2 : 3 * x ^ 3 - 78 * x ^ 2 + 640 * x - 1024 = 0 := by
    linear_combination ((3 * x - 32) / 2) * h1 - (3 / 2) * h0
  refine ⟨h0, h1, h2, ?_, ?_⟩
  · by_contra hx
    have hx' : 0 ≤ -x := by linarith
    have hp : 0 ≤ 3 * (x - 13) ^ 2 + 133 := by positivity
    nlinarith [mul_nonneg hx' hp]
  · by_contra hx
    have hx' : 0 ≤ x - 4 := by linarith
    rcases le_total x 8 with h8 | h8
    · have a : 0 ≤ 8 - x := by linarith
      have b : 0 ≤ 14 - x := by linarith
      nlinarith [mul_nonneg (mul_nonneg hx' a) b]
    · have a : 0 ≤ x := by linarith
      nlinarith [mul_nonneg a (sq_nonneg (x - 13))]
```

## (e) Existence of the double point

**Task.** Find real $t$ and $x$ such that
$$1.468<t<1.470,\qquad 2<x<2.2,\qquad (X-x)^2\mid p_{it}(X).$$

**Solution.** Since $g(2.089)\approx-0.077$ and $g(2.0895)\approx0.100$, there is a root $x$ of $g$ between these points. Define $t\ge0$ by
$$t^2=\frac{40x-3x^2-64}{3}.$$
The right side increases for $x<20/3$, so $2.1560<t^2<2.1607$. This lies between $1.468^2=2.155024$ and $1.470^2=2.1609$.

The trace is $20$, so the third eigenvalue must be $20-2x$. Expand the proposed factorisation:
$$(X-x)^2\big(X-(20-2x)\big)=X^3-20X^2+(40x-3x^2)X-x^2(20-2x).$$
The linear coefficient is $64+3t^2$ by the choice of $t$. The constant term is $-32t^2$ because $g(x)=0$. The polynomial is therefore $p_{it}$. In Lean, `e1` and `e2` are these two comparisons.

The step that produces $x$ is `intermediate_value_Ioo`. For a function $f$ continuous on $[a,b]$ with $a\le b$, it states an inclusion of sets: the open interval from $f(a)$ to $f(b)$ is contained in the image of the open interval $(a,b)$. Applied to a proof that $0$ lies between the end values, it returns a point, its strict bounds and the equation $f(x)=0$ together. These bounds on $x$ then confine $t$. The primed version, used in (g), treats $f(b)<f(a)$.

```lean
/-- For some `t` between 1.468 and 1.470 the truncated Mathieu matrix at `q = it` has a
repeated real eigenvalue between 2 and 2.2. -/
theorem exists_doublePoint :
    ∃ t x : ℝ, 1.468 < t ∧ t < 1.470 ∧ 2 < x ∧ x < 2.2 ∧ DoublePoint t x := by
  -- locate the eigenvalue by a sign change
  have hc : ContinuousOn (fun x : ℝ => 3 * x ^ 3 - 78 * x ^ 2 + 640 * x - 1024)
      (Set.Icc 2.089 2.0895) := by fun_prop
  obtain ⟨x, ⟨hx1, hx2⟩, hx⟩ := intermediate_value_Ioo (by norm_num) hc
    (show (0 : ℝ) ∈ Set.Ioo _ _ from ⟨by norm_num, by norm_num⟩)
  have hx0 : 3 * x ^ 3 - 78 * x ^ 2 + 640 * x - 1024 = 0 := hx
  have lo : (1.468 : ℝ) ^ 2 < (40 * x - 3 * x ^ 2 - 64) / 3 := by
    nlinarith [mul_pos (sub_pos.mpr hx1) (sub_pos.mpr hx2)]
  have hi : (40 * x - 3 * x ^ 2 - 64) / 3 < (1.470 : ℝ) ^ 2 := by
    nlinarith [sq_nonneg (x - 2.0895)]
  obtain ⟨t, ht⟩ : ∃ t, t = Real.sqrt ((40 * x - 3 * x ^ 2 - 64) / 3) := ⟨_, rfl⟩
  have hts : t ^ 2 = (40 * x - 3 * x ^ 2 - 64) / 3 := by
    rw [ht, Real.sq_sqrt (by nlinarith)]
  have ht0 : 0 ≤ t := by rw [ht]; exact Real.sqrt_nonneg _
  refine ⟨t, x, by nlinarith, by nlinarith, by linarith, by linarith, ?_⟩
  -- the third eigenvalue is fixed by the trace
  refine ⟨X - C (20 - 2 * (x : ℂ)), ?_⟩
  have htc : (t : ℂ) ^ 2 = (40 * x - 3 * x ^ 2 - 64) / 3 := by exact_mod_cast hts
  have hxc : 3 * (x : ℂ) ^ 3 - 78 * x ^ 2 + 640 * x - 1024 = 0 := by exact_mod_cast hx0
  have e1 : 64 - 3 * (Complex.I * t) ^ 2 = (x : ℂ) ^ 2 + 2 * x * (20 - 2 * x) := by
    linear_combination (-3 * (t : ℂ) ^ 2) * Complex.I_sq + 3 * htc
  have e2 : 32 * (Complex.I * t) ^ 2 = -((x : ℂ) ^ 2 * (20 - 2 * x)) := by
    linear_combination (32 * (t : ℂ) ^ 2) * Complex.I_sq - 32 * htc - (2 / 3) * hxc
  rw [charpoly_mathieu, e1, e2]
  simp only [map_add, map_sub, map_mul, map_pow, map_neg, map_ofNat]
  ring
```

## (f) Uniqueness for nonnegative $t$

**Task.** Let $(t,x)$ and $(t',x')$ be real double points with $t,t'\ge0$. Show that
$$t=t',\qquad x=x' .$$

**Solution.** Subtract the two cubic equations from (d):
$$0=(x-x')\big[3(x^2+xx'+x'^2)-78(x+x')+640\big].$$
With $u=4-x>0$ and $v=4-x'>0$, the bracket equals $160+42(u+v)+3(u^2+uv+v^2)$, which is positive. Hence $x=x'$. The equation $f_t'(x)=0$ then fixes $t^2$, and the sign condition fixes $t$.

```lean
/-- There is at most one real double point with `t ≥ 0`. -/
theorem doublePoint_unique {t x t' x' : ℝ} (ht : 0 ≤ t) (ht' : 0 ≤ t')
    (h : DoublePoint t x) (h' : DoublePoint t' x') : t = t' ∧ x = x' := by
  obtain ⟨-, a1, a2, -, a4⟩ := h.location
  obtain ⟨-, b1, b2, -, b4⟩ := h'.location
  have hpos : 0 < 3 * (x ^ 2 + x * x' + x' ^ 2) - 78 * (x + x') + 640 := by
    nlinarith [mul_pos (sub_pos.mpr a4) (sub_pos.mpr b4), sq_nonneg (4 - x),
      sq_nonneg (4 - x')]
  have hprod : (x - x') * (3 * (x ^ 2 + x * x' + x' ^ 2) - 78 * (x + x') + 640) = 0 := by
    linear_combination a2 - b2
  have hxx : x = x' := sub_eq_zero.mp ((mul_eq_zero.mp hprod).resolve_right hpos.ne')
  subst hxx
  exact ⟨(sq_eq_sq₀ ht ht').mp (by linarith), rfl⟩
```

## (g) Two levels before the merger

**Task.** Let $(t_0,x_0)$ be a real double point and $0<t<t_0$. Find real eigenvalues $a,b$ at $q=it$ with
$$0<a<x_0<b<4 .$$

**Solution.** Compute $f_t$ at three points:
$$f_t(0)=-32t^2<0,\qquad f_t(4)=-20t^2<0,$$
$$f_t(x_0)=f_t(x_0)-f_{t_0}(x_0)=(t_0^2-t^2)(32-3x_0)>0 .$$
The last sign uses $x_0<4$. The function changes sign between $0$ and $x_0$, which gives $a$, and between $x_0$ and $4$, which gives $b$. The ends $0$ and $4$ are the two lowest levels at zero coupling.

```lean
/-- For `0 < t < t₀`, where `(t₀, x₀)` is a double point, there are two real levels between 0 and 4,
one below and one above `x₀`. -/
theorem two_levels_before {t₀ x₀ t : ℝ} (h : DoublePoint t₀ x₀) (ht : 0 < t) (htt : t < t₀) :
    ∃ a b : ℝ, 0 < a ∧ a < x₀ ∧ x₀ < b ∧ b < 4 ∧
      (mathieu (Complex.I * t)).charpoly.IsRoot (a : ℂ) ∧
      (mathieu (Complex.I * t)).charpoly.IsRoot (b : ℂ) := by
  obtain ⟨h0, -, -, hx, hx4⟩ := h.location
  let f : ℝ → ℝ := fun x => x ^ 3 - 20 * x ^ 2 + (64 + 3 * t ^ 2) * x - 32 * t ^ 2
  have hf : Continuous f := by fun_prop
  have ht2 : 0 < t ^ 2 := by positivity
  have f0 : f 0 < 0 := by dsimp only [f]; linarith
  have f4 : f 4 < 0 := by dsimp only [f]; linarith
  have fx : 0 < f x₀ := by
    have hs : 0 < t₀ ^ 2 - t ^ 2 := by nlinarith
    have hl : 0 < 32 - 3 * x₀ := by linarith
    dsimp only [f]
    nlinarith [mul_pos hs hl]
  -- the secular polynomial changes sign on either side of the double point
  obtain ⟨a, ⟨ha0, ha1⟩, ha⟩ := intermediate_value_Ioo hx.le hf.continuousOn ⟨f0, fx⟩
  obtain ⟨b, ⟨hb0, hb1⟩, hb⟩ := intermediate_value_Ioo' hx4.le hf.continuousOn ⟨f4, fx⟩
  exact ⟨a, b, ha0, ha1, hb0, hb1, (real_level_iff t a).mpr ha, (real_level_iff t b).mpr hb⟩
```

## (h) No low real level after the merger

**Task.** Let $(t_0,x_0)$ be a real double point with $t_0\ge0$, and let $t>t_0$. Show that
$$f_t(x)\ne0\quad\text{for every real }x<\tfrac{32}{3}.$$

**Solution.** Use the factorisation at the double point:
$$f_t(x)=(x-x_0)^2\big(x-(20-2x_0)\big)+(t^2-t_0^2)(3x-32).$$
Since $x_0<4$, we have $20-2x_0>12>x$, so the first term is at most zero. The second is negative. Thus $f_t(x)<0$. In the proof, `hA` and `hB` are these two signs with the terms reversed.

```lean
/-- For `t` beyond a double point with `t₀ ≥ 0` no real level lies below `32/3`. -/
theorem no_low_level_after {t₀ x₀ t x : ℝ} (h : DoublePoint t₀ x₀) (ht₀ : 0 ≤ t₀)
    (htt : t₀ < t) (hx : x < 32 / 3) :
    ¬ (mathieu (Complex.I * t)).charpoly.IsRoot (x : ℂ) := by
  intro hr
  have hr' := (real_level_iff t x).mp hr
  obtain ⟨h0, h1, -, -, hx4⟩ := h.location
  have hA : 0 ≤ (x - x₀) ^ 2 * (20 - 2 * x₀ - x) :=
    mul_nonneg (sq_nonneg _) (by linarith)
  have hB : 0 < (t ^ 2 - t₀ ^ 2) * (32 - 3 * x) :=
    mul_pos (by nlinarith) (by linarith)
  have hsum : (x - x₀) ^ 2 * (20 - 2 * x₀ - x) + (t ^ 2 - t₀ ^ 2) * (32 - 3 * x) = 0 := by
    linear_combination h0 + (x - x₀) * h1 - hr'
  linarith
```

For numbers on either side of the merger, take $t=1$. The equation $x^3-20x^2+67x-32=0$ has roots near $0.573$, $3.510$ and $15.917$. At $t=2$ it becomes $x^3-20x^2+76x-128=0$, with one real root near $15.67$. The other two have sum $4.33$ and product $8.17$, so they are about $2.16\pm1.87i$: the two low levels have become a complex-conjugate pair.

## (i) Self-orthogonality of the eigenvector

**Task.** Let $x$ be a repeated eigenvalue at any complex $q$, and let $M(q)v=xv$. Show that, without complex conjugation,
$$v\cdot v=v_0^2+v_1^2+v_2^2=0 .$$

**Solution.** First, $x\ne0$ and $x\ne16$. Indeed $p_q(0)=32q^2$ and $p_q(16)=-16q^2$, so either value would force $q=0$; but then $p_0'(0)=64$ and $p_0'(16)=192$, contradicting (b).

The outer rows of the eigenvalue equation give
$$v_0=\frac{\sqrt2\,q}{x}v_1,\qquad v_2=\frac{q}{x-16}v_1 .$$
Therefore
$$v\cdot v=v_1^2\left[1+\frac{2q^2}{x^2}+\frac{q^2}{(x-16)^2}\right]=v_1^2F'(x),$$
where $F(y)=y-4-2q^2/y-q^2/(y-16)$. Since $p_q(y)=y(y-16)F(y)$, the equations $p_q(x)=p_q'(x)=0$ give $F(x)=F'(x)=0$, and so $v\cdot v=0$.

Lean works with the denominators cleared: `key` is the identity multiplied by $x^2(x-16)^2$, and `hx` and `hx'` allow that factor to be removed.

A nonzero eigenvector of this kind cannot be scaled to $v\cdot v=1$, the usual normalisation for a complex symmetric matrix. At the double point of (e), $v_0$ and $v_2$ are imaginary multiples of $v_1$. With the ordinary norm set to one, the middle mode therefore carries weight $|v_1|^2=1/2$.

```lean
/-- For any complex coupling, an eigenvector belonging to a repeated eigenvalue is orthogonal
to itself in the product without complex conjugation. -/
theorem self_orthogonal {q x : ℂ} (h : (X - C x) ^ 2 ∣ (mathieu q).charpoly)
    {v : Fin 3 → ℂ} (hv : mathieu q *ᵥ v = x • v) : v ⬝ᵥ v = 0 := by
  obtain ⟨h0, h1⟩ := repeated_root_equations h
  have hr : (Real.sqrt 2 : ℂ) ^ 2 = 2 := by
    rw [← Complex.ofReal_pow, Real.sq_sqrt (by norm_num)]
    norm_num
  have e0 := congrFun hv 0
  have e2 := congrFun hv 2
  simp [mathieu, Matrix.mulVec, dotProduct, Fin.sum_univ_three] at e0 e2
  -- the outer components are fixed by the middle one
  have hA : x ^ 2 * v 0 ^ 2 = 2 * q ^ 2 * v 1 ^ 2 := by
    linear_combination (-((Real.sqrt 2 : ℂ) * q * v 1 + x * v 0)) * e0 + q ^ 2 * v 1 ^ 2 * hr
  have hC : (x - 16) ^ 2 * v 2 ^ 2 = q ^ 2 * v 1 ^ 2 := by
    linear_combination (-(q * v 1 + (x - 16) * v 2)) * e2
  have key : x ^ 2 * (x - 16) ^ 2 * (v ⬝ᵥ v) = 0 := by
    rw [dotProduct, Fin.sum_univ_three]
    linear_combination (x - 16) ^ 2 * hA + x ^ 2 * hC +
      v 1 ^ 2 * (x * (x - 16) * h1 - (2 * x - 16) * h0)
  have hx : x ≠ 0 := by
    intro hx
    rw [hx] at h0 h1
    have : (64 : ℂ) = 0 := by linear_combination h1 + (3 / 32) * h0
    norm_num at this
  have hx' : x ≠ 16 := by
    intro hx
    rw [hx] at h0 h1
    have : (192 : ℂ) = 0 := by linear_combination h1 - (3 / 16) * h0
    norm_num at this
  exact (mul_eq_zero.mp key).resolve_left
    (mul_ne_zero (pow_ne_zero 2 hx) (pow_ne_zero 2 (sub_ne_zero.mpr hx')))

end

end MathieuDoublePoint
```

```lean
#print axioms MathieuDoublePoint.exists_doublePoint
#print axioms MathieuDoublePoint.two_levels_before
#print axioms MathieuDoublePoint.no_low_level_after
#print axioms MathieuDoublePoint.self_orthogonal
```

```
'MathieuDoublePoint.exists_doublePoint' depends on axioms: [propext, Classical.choice, Quot.sound]
'MathieuDoublePoint.two_levels_before' depends on axioms: [propext, Classical.choice, Quot.sound]
'MathieuDoublePoint.no_low_level_after' depends on axioms: [propext, Classical.choice, Quot.sound]
'MathieuDoublePoint.self_orthogonal' depends on axioms: [propext, Classical.choice, Quot.sound]
```
